# For minus the second difference on ℤ, a one-site well of depth g > 0 has exactly one negative eigenvalue, 2 − √(g² + 4)

## Checking a grid code against a known energy

To check a code that treats one particle in one dimension with the three-point second difference, put an attractive potential on a single grid point, diagonalise, and compare the lowest eigenvalue with 2 − √(g² + 4). Here g > 0 is the depth of the well. Energies are in units of ħ²/(2ma²), with m the mass and a the grid spacing. The formula belongs to the infinite grid, so the box must be long enough for the state to have decayed at its ends.

The Hamiltonian acts on a function u of the integer site j:

(Hu)(j) = −(u(j+1) − 2u(j) + u(j−1)) − g δ(j,0) u(j),

where δ(j,0) is 1 at j = 0 and 0 elsewhere. Up to a constant shift, this is also a non-interacting tight-binding chain with one attractive impurity.

## The decaying profile solves the equation

Let r be the positive solution of 1/r − r = g. Multiplying by r gives r² + gr − 1 = 0. One root is negative, and the other is

r = (√(g² + 4) − g)/2.

Hence r(r + g) = 1 and √(g² + 4) = 2r + g = r + 1/r. If r were at least 1, then r(r + g) would exceed 1, so r < 1.

Take u(j) = r^|j|. For j ≥ 1,

(Hu)(j) = −(r^(j+1) − 2r^j + r^(j−1)) = (2 − r − 1/r) r^j = (2 − √(g² + 4)) u(j).

The left side follows by reflection. At the well,

(Hu)(0) = −(2r − 2) − g = 2 − (2r + g) = 2 − √(g² + 4).

The energy E = 2 − √(g² + 4) is negative because √(g² + 4) > 2. The norm comes from two geometric series:

Σ r^(2|j|) = 1 + 2r²/(1 − r²) = (1 + r²)/(1 − r²) = √(g² + 4)/g.

The normalised state is therefore (g/√(g² + 4))^(1/2) r^|j|. This normalisation is a calculation by hand; the Lean file establishes only that the sum converges.

## No other negative energy is possible

Now let g be any real number, and let u be a nonzero real solution of Hu = Eu with E < 0 and |u(j)| ≤ C for all j. Define

G = √((2 − E)² − 4) > 0,

and let s = (√(G² + 4) − G)/2, which is r with G in place of g. Then 0 < s < 1 and s + 1/s = 2 − E. Away from the well, the eigenvalue equation becomes

s(u(j+1) + u(j−1)) = (s² + 1)u(j).

On the right, write v(n) = u(n) for n ≥ 0. The recurrence factors as

v(n+2) − s v(n+1) = (1/s)(v(n+1) − s v(n)),

so sⁿ(v(n+1) − s v(n)) = v(1) − s v(0) for every n. The left-hand side is at most 2C sⁿ in size, which tends to zero. Thus v(1) = s v(0), every difference v(n+1) − s v(n) vanishes, and v(n) = v(0)sⁿ.

The same argument on the left gives u(j) = u(0)s^|j|. Since u is nonzero, u(0) ≠ 0. The equation at the well, divided by u(0), reads

2 − 2s − g = E,

so g = 2 − E − 2s = 1/s − s = G. Therefore g > 0, s = r and E = 2 − √(g² + 4).

A square-summable u is bounded, since |u(j)| ≤ √(Σ u(i)²), so the conclusion covers every normalisable real eigenvector with negative energy.

## What the Lean statements say

A wave function is a real function `u : ℤ → ℝ`, and `hamiltonian g u j` is (Hu)(j). The definitions `decayFactor g` and `boundState g` are r and the unnormalised profile r^|j|; `j.natAbs` is |j| as a natural number. `matching_condition_iff` says that a positive r satisfies 1/r − r = g exactly when it equals `decayFactor g`.

`lattice_delta_bound_state` assumes g > 0 and gives four facts: the profile is square summable, it is nonzero, it satisfies the eigenvalue equation at every site, and its energy is negative. `boundState_unique` is the converse for bounded solutions, including the shape of the state. `negative_energy_iff` combines the two directions: for E < 0, a nonzero square-summable real eigenvector exists if and only if g > 0 and E = 2 − √(g² + 4).

The setting is an infinite lattice with one particle and a well on exactly one site. H is a difference formula applied to functions, with no operator domain or self-adjointness involved. Energies E ≥ 0, complex wave functions and the error from a finite box are not treated.

## The Lean file

```lean
import Mathlib

open Filter Topology

namespace LatticeDeltaWell

noncomputable section

/-- The lattice Hamiltonian: minus the second difference, with an on-site
potential `-g` at the origin. -/
def hamiltonian (g : ℝ) (u : ℤ → ℝ) (j : ℤ) : ℝ :=
  -(u (j + 1) - 2 * u j + u (j - 1)) - g * (if j = 0 then u j else 0)

/-- The factor `r = (√(g² + 4) - g) / 2` associated with the coupling `g`. -/
def decayFactor (g : ℝ) : ℝ := (√(g ^ 2 + 4) - g) / 2

/-- The profile `r ^ |j|` centred on the origin, with `r` the decay factor of `g`. -/
def boundState (g : ℝ) (j : ℤ) : ℝ := decayFactor g ^ j.natAbs

/-- The decay factor `r` is positive, and satisfies `r (r + g) = 1` and
`√(g² + 4) = 2 r + g`. -/
theorem decayFactor_relations (g : ℝ) :
    0 < decayFactor g ∧ decayFactor g * (decayFactor g + g) = 1 ∧
      √(g ^ 2 + 4) = 2 * decayFactor g + g := by
  have hs : √(g ^ 2 + 4) ^ 2 = g ^ 2 + 4 := Real.sq_sqrt (by positivity)
  have hlt : g < √(g ^ 2 + 4) := Real.lt_sqrt_of_sq_lt (by linarith)
  unfold decayFactor
  refine ⟨by linarith, ?_, by ring⟩
  linear_combination hs / 4

/-- For an attractive well, `g > 0`, the decay factor is less than one. -/
theorem decayFactor_lt_one {g : ℝ} (hg : 0 < g) : decayFactor g < 1 := by
  obtain ⟨hd, hm, -⟩ := decayFactor_relations g
  by_contra hn
  have hn' : 1 ≤ decayFactor g := not_lt.1 hn
  nlinarith [mul_pos hd hg]

/-- A positive number `r` solves the matching condition `1/r - r = g` exactly when it is
the decay factor of `g`. -/
theorem matching_condition_iff {g r : ℝ} (hr : 0 < r) :
    1 / r - r = g ↔ r = decayFactor g := by
  obtain ⟨hd, hm, -⟩ := decayFactor_relations g
  constructor
  · intro h
    have hr1 : r * (1 / r) = 1 := mul_one_div_cancel hr.ne'
    have h1 : r * (r + g) = 1 := by linear_combination hr1 - r * h
    have hp : 0 < decayFactor g + g :=
      (mul_pos_iff_of_pos_left hd).1 (by rw [hm]; exact one_pos)
    -- the other root of the quadratic is negative
    have hz : (r - decayFactor g) * (r + (decayFactor g + g)) = 0 := by
      linear_combination h1 - hm
    have := (mul_eq_zero.1 hz).resolve_right (by positivity)
    linarith
  · intro h
    have h1 : r * (r + g) = 1 := by rw [h]; exact hm
    have h2 : 1 / r = r + g := by
      rw [div_eq_iff hr.ne']
      linear_combination -h1
    linarith

/-- For `g > 0` the profile is square summable over the lattice. -/
theorem boundState_summable {g : ℝ} (hg : 0 < g) :
    Summable (fun j : ℤ => boundState g j ^ 2) := by
  obtain ⟨hd, hm, -⟩ := decayFactor_relations g
  have hlt : decayFactor g ^ 2 < 1 := by nlinarith [mul_pos hd hg]
  have hgeo := summable_geometric_of_lt_one (sq_nonneg (decayFactor g)) hlt
  have e : ∀ (i : ℤ) (n : ℕ), i.natAbs = n →
      boundState g i ^ 2 = (decayFactor g ^ 2) ^ n := by
    intro i n h
    rw [boundState, h]
    ring
  -- one geometric series for each side of the well
  have h1 : Summable (fun n : ℕ => boundState g (n : ℤ) ^ 2) :=
    (summable_congr fun n : ℕ => e (n : ℤ) n (by omega)).2 hgeo
  have h2 : Summable (fun n : ℕ => boundState g (-(n : ℤ)) ^ 2) :=
    (summable_congr fun n : ℕ => e (-(n : ℤ)) n (by omega)).2 hgeo
  exact Summable.of_nat_of_neg (f := fun j : ℤ => boundState g j ^ 2) h1 h2

/-- The profile solves the lattice Schrödinger equation at every site, with energy
`2 - √(g² + 4)`. -/
theorem hamiltonian_boundState (g : ℝ) (j : ℤ) :
    hamiltonian g (boundState g) j = (2 - √(g ^ 2 + 4)) * boundState g j := by
  obtain ⟨-, hm, hs⟩ := decayFactor_relations g
  have key : ∀ (i : ℤ) (n : ℕ), i.natAbs = n → boundState g i = decayFactor g ^ n :=
    fun i n h => by rw [boundState, h]
  rw [hamiltonian, hs]
  rcases lt_trichotomy j 0 with hj | hj | hj
  · obtain ⟨n, rfl⟩ : ∃ n : ℕ, j = -((n : ℤ) + 1) := ⟨(-j - 1).toNat, by omega⟩
    rw [if_neg hj.ne, key (-((n : ℤ) + 1) + 1) n (by omega),
      key (-((n : ℤ) + 1) - 1) (n + 2) (by omega), key (-((n : ℤ) + 1)) (n + 1) (by omega)]
    linear_combination decayFactor g ^ n * hm
  · subst hj
    rw [if_pos rfl, key (0 + 1) 1 (by omega), key (0 - 1) 1 (by omega),
      key 0 0 (by omega)]
    ring
  · obtain ⟨n, rfl⟩ : ∃ n : ℕ, j = (n : ℤ) + 1 := ⟨(j - 1).toNat, by omega⟩
    rw [if_neg hj.ne', key ((n : ℤ) + 1 + 1) (n + 2) (by omega),
      key ((n : ℤ) + 1 - 1) n (by omega), key ((n : ℤ) + 1) (n + 1) (by omega)]
    linear_combination decayFactor g ^ n * hm

/-- On a half-line, a bounded solution of `s (v_{n+2} + v_n) = (s² + 1) v_{n+1}` with
`0 < s < 1` is the decaying exponential `v_0 sⁿ`. -/
theorem bounded_branch {s C : ℝ} {v : ℕ → ℝ} (hs0 : 0 < s) (hs1 : s < 1)
    (hC : ∀ n, |v n| ≤ C)
    (hv : ∀ n, s * (v (n + 2) + v n) = (s ^ 2 + 1) * v (n + 1)) (n : ℕ) :
    v n = v 0 * s ^ n := by
  -- the growing component is v (n+1) - s * v n
  have hw : ∀ n, s ^ n * (v (n + 1) - s * v n) = v 1 - s * v 0 := by
    intro n
    induction n with
    | zero => simp
    | succ n ih =>
      rw [← ih]
      show s ^ (n + 1) * (v (n + 2) - s * v (n + 1)) = _
      linear_combination s ^ n * hv n
  have hlim := (tendsto_pow_atTop_nhds_zero_of_lt_one hs0.le hs1).mul_const (2 * C)
  rw [zero_mul] at hlim
  have hb : ∀ n : ℕ, |v 1 - s * v 0| ≤ s ^ n * (2 * C) := by
    intro n
    rw [← hw n, abs_mul, abs_of_pos (pow_pos hs0 n)]
    refine mul_le_mul_of_nonneg_left ?_ (pow_pos hs0 n).le
    have h1 : |s * v n| ≤ C := by
      rw [abs_mul, abs_of_pos hs0]
      nlinarith [mul_nonneg (sub_nonneg.2 hs1.le) (abs_nonneg (v n)), hC n]
    have h2 := abs_le.1 h1
    have h3 := abs_le.1 (hC (n + 1))
    exact abs_le.2 ⟨by linarith [h2.2, h3.1], by linarith [h2.1, h3.2]⟩
  -- boundedness removes it
  have h0 : v 1 - s * v 0 = 0 := abs_nonpos_iff.1 (ge_of_tendsto' hlim hb)
  induction n with
  | zero => simp
  | succ n ih =>
    have h := (mul_eq_zero.1 ((hw n).trans h0)).resolve_left (pow_pos hs0 n).ne'
    rw [pow_succ]
    linear_combination h + s * ih

/-- A nonzero bounded real solution with energy `E < 0` requires `g > 0`, has
`E = 2 - √(g² + 4)`, and is a multiple of the profile `r ^ |j|`. -/
theorem boundState_unique {g E C : ℝ} {u : ℤ → ℝ} (hE : E < 0) (hu : u ≠ 0)
    (hC : ∀ j, |u j| ≤ C) (hH : ∀ j, hamiltonian g u j = E * u j) :
    0 < g ∧ E = 2 - √(g ^ 2 + 4) ∧ ∀ j, u j = u 0 * boundState g j := by
  -- write the energy as that of a well of strength G
  obtain ⟨G, hG, hS⟩ : ∃ G : ℝ, 0 < G ∧ √(G ^ 2 + 4) = 2 - E := by
    have hp : 0 < (2 - E) ^ 2 - 4 := by nlinarith
    refine ⟨√((2 - E) ^ 2 - 4), Real.sqrt_pos.2 hp, ?_⟩
    rw [Real.sq_sqrt hp.le, sub_add_cancel, Real.sqrt_sq (by linarith)]
  obtain ⟨hd, hm, hs⟩ := decayFactor_relations G
  have hd1 := decayFactor_lt_one hG
  have hE' : 2 - E = 2 * decayFactor G + G := hS.symm.trans hs
  have hoff : ∀ j : ℤ, j ≠ 0 → decayFactor G * (u (j + 1) + u (j - 1))
      = (decayFactor G ^ 2 + 1) * u j := by
    intro j hj
    have h := hH j
    rw [hamiltonian, if_neg hj] at h
    linear_combination -decayFactor G * h + decayFactor G * u j * hE' + u j * hm
  -- exponential decay to the right and to the left
  have hright : ∀ n : ℕ, u (n : ℤ) = u 0 * decayFactor G ^ n := by
    intro n
    have h := bounded_branch (v := fun n : ℕ => u (n : ℤ)) hd hd1 (fun n => hC n)
      (fun n => by
        have h := hoff ((n : ℤ) + 1) (by omega)
        rw [show (n : ℤ) + 1 + 1 = ((n + 2 : ℕ) : ℤ) by omega,
          show (n : ℤ) + 1 - 1 = (n : ℤ) by omega,
          show (n : ℤ) + 1 = ((n + 1 : ℕ) : ℤ) by omega] at h
        exact h) n
    simpa using h
  have hleft : ∀ n : ℕ, u (-(n : ℤ)) = u 0 * decayFactor G ^ n := by
    intro n
    have h := bounded_branch (v := fun n : ℕ => u (-(n : ℤ))) hd hd1 (fun n => hC _)
      (fun n => by
        have h := hoff (-((n : ℤ) + 1)) (by omega)
        rw [show -((n : ℤ) + 1) + 1 = -(n : ℤ) by omega,
          show -((n : ℤ) + 1) - 1 = -((n + 2 : ℕ) : ℤ) by omega,
          show -((n : ℤ) + 1) = -((n + 1 : ℕ) : ℤ) by omega] at h
        show decayFactor G * (u (-((n + 2 : ℕ) : ℤ)) + u (-(n : ℤ)))
          = (decayFactor G ^ 2 + 1) * u (-((n + 1 : ℕ) : ℤ))
        linear_combination h) n
    simpa using h
  have hall : ∀ j, u j = u 0 * boundState G j := by
    intro j
    obtain ⟨n, rfl | rfl⟩ := j.eq_nat_or_neg
    · rw [boundState, Int.natAbs_natCast]
      exact hright n
    · rw [boundState, Int.natAbs_neg, Int.natAbs_natCast]
      exact hleft n
  have hu0 : u 0 ≠ 0 := fun h => hu (funext fun j => by
    have hj := hall j
    rw [h, zero_mul] at hj
    exact hj)
  -- the equation at the well fixes the coupling
  have h1 : u 1 = u 0 * decayFactor G := by simpa using hright 1
  have h2 : u (-1) = u 0 * decayFactor G := by simpa using hleft 1
  have h0 := hH 0
  rw [hamiltonian, if_pos rfl, zero_add, zero_sub, h1, h2] at h0
  have hgG : g = G := mul_left_cancel₀ hu0 (by linear_combination -h0 + u 0 * hE')
  rw [hgG]
  exact ⟨hG, by linarith, hall⟩

/-- For `g > 0` the profile `r ^ |j|` is a square-summable eigenvector of the lattice
delta well, with negative energy `2 - √(g² + 4)`. -/
theorem lattice_delta_bound_state {g : ℝ} (hg : 0 < g) :
    Summable (fun j : ℤ => boundState g j ^ 2) ∧ boundState g ≠ 0 ∧
      (∀ j, hamiltonian g (boundState g) j = (2 - √(g ^ 2 + 4)) * boundState g j) ∧
      2 - √(g ^ 2 + 4) < 0 := by
  refine ⟨boundState_summable hg, fun h => ?_, hamiltonian_boundState g, ?_⟩
  · have h0 := congrFun h 0
    simp [boundState] at h0
  · have : 2 < √(g ^ 2 + 4) := Real.lt_sqrt_of_sq_lt (by nlinarith [mul_pos hg hg])
    linarith

/-- A negative number `E` is the energy of a nonzero square-summable real eigenvector
exactly when `g > 0` and `E = 2 - √(g² + 4)`. -/
theorem negative_energy_iff {g E : ℝ} (hE : E < 0) :
    (∃ u : ℤ → ℝ, u ≠ 0 ∧ Summable (fun j => u j ^ 2) ∧
      ∀ j, hamiltonian g u j = E * u j) ↔ 0 < g ∧ E = 2 - √(g ^ 2 + 4) := by
  constructor
  · rintro ⟨u, hu, hsum, hH⟩
    have hC : ∀ j, |u j| ≤ √(∑' i, u i ^ 2) := fun j =>
      Real.abs_le_sqrt (hsum.le_tsum j (fun i _ => sq_nonneg (u i)))
    obtain ⟨h1, h2, -⟩ := boundState_unique hE hu hC hH
    exact ⟨h1, h2⟩
  · rintro ⟨hg, rfl⟩
    obtain ⟨h1, h2, h3, -⟩ := lattice_delta_bound_state hg
    exact ⟨boundState g, h2, h1, h3⟩

end

end LatticeDeltaWell
```

```lean
#print axioms LatticeDeltaWell.matching_condition_iff
-- 'LatticeDeltaWell.matching_condition_iff' depends on axioms: [propext, Classical.choice, Quot.sound]
#print axioms LatticeDeltaWell.negative_energy_iff
-- 'LatticeDeltaWell.negative_energy_iff' depends on axioms: [propext, Classical.choice, Quot.sound]
```

## From the algebra to the Lean proof

`decayFactor_relations` derives the identities for r from the square of √(g² + 4). `decayFactor_lt_one` is the contradiction argument above. In `matching_condition_iff`, the difference of two quadratic equations factors, and the factor belonging to the negative root is excluded by positivity.

`boundState_summable` treats sites n and −n as two geometric series and joins them with `Summable.of_nat_of_neg`. `hamiltonian_boundState` splits into j < 0, j = 0 and j > 0. Off the well it writes j as ±(n + 1), so that only the powers n, n + 1 and n + 2 occur; `linear_combination` then uses r(r + g) = 1 multiplied by rⁿ. This theorem holds for every real g, while square summability is proved for g > 0.

`bounded_branch` is the half-line argument. Its induction `hw` shows that sⁿ(v(n+1) − s v(n)) is constant, `hb` bounds this constant by 2C sⁿ, and `ge_of_tendsto'` passes to the limit. A second induction gives v(n) = v(0)sⁿ.

`boundState_unique` first constructs G from E, then obtains the off-well recurrence in `hoff`. It applies `bounded_branch` in `hright` and `hleft`, and `hall` combines the two sides. The equation at site 0 yields `hgG`, the equality g = G, after cancelling u(0). Finally, `negative_energy_iff` supplies the bound √(Σ u(i)²) for one direction and uses the explicit profile for the other.
